# A two-band chain whose lower-band density matrix stops at neighbouring cells for every indirect gap $0<g\le 2$

## The chain, its bands and its projector

The system is an infinite chain of non-interacting electrons with two orbitals per cell, numbered 0 and 1 as in `Fin 2`. Spin is left out. The crystal momentum $k$ is a real number, the lattice constant is 1, and energies are measured in units of the coupling between the two orbitals.

In Lean 4 with Mathlib:

```lean
import Mathlib

open Matrix

namespace IndirectGapNearsightedness

noncomputable section
```

The orbital space carries the Pauli matrices, first
$$\sigma_x=\begin{pmatrix}0&1\\1&0\end{pmatrix}$$

```lean
/-- The Pauli matrix `σx`. -/
def sigmaX : Matrix (Fin 2) (Fin 2) ℂ := !![0, 1; 1, 0]
```

and then
$$\sigma_y=\begin{pmatrix}0&-i\\i&0\end{pmatrix}.$$

```lean
/-- The Pauli matrix `σy`. -/
def sigmaY : Matrix (Fin 2) (Fin 2) ℂ := !![0, -Complex.I; Complex.I, 0]
```

With a real parameter $a$, the Bloch Hamiltonian is
$$H_a(k)=a\cos k\,\mathbb 1+\cos k\,\sigma_x+\sin k\,\sigma_y .$$
Its off-diagonal entries are $e^{\mp ik}$, which describe a single bond joining orbitals in neighbouring cells. The term $a\cos k$ is a hopping of strength $a/2$ between like orbitals of neighbouring cells.

```lean
/-- The Bloch Hamiltonian `a cos k + cos k σx + sin k σy`. -/
def bloch (a k : ℝ) : Matrix (Fin 2) (Fin 2) ℂ :=
  ((a * Real.cos k : ℝ) : ℂ) • (1 : Matrix (Fin 2) (Fin 2) ℂ)
    + (Real.cos k : ℂ) • sigmaX + (Real.sin k : ℂ) • sigmaY
```

The two band energies are defined as real functions, and the determinant below confirms that they are the eigenvalues. The upper one is $\varepsilon_+(k)=a\cos k+1$.

```lean
/-- The upper band energy `a cos k + 1`. -/
def upperBand (a k : ℝ) : ℝ := a * Real.cos k + 1
```

The lower one is $\varepsilon_-(k)=a\cos k-1$. The direct gap $\varepsilon_+(k)-\varepsilon_-(k)$ is therefore 2 at every $k$, whatever $a$ is.

```lean
/-- The lower band energy `a cos k - 1`. -/
def lowerBand (a k : ℝ) : ℝ := a * Real.cos k - 1
```

The indirect gap compares different momenta, $\inf_k\varepsilon_+(k)-\sup_k\varepsilon_-(k)$. It carries a sign, and a negative value means that the bands overlap in energy.

```lean
/-- The indirect gap: the bottom of the upper band minus the top of the lower band,
each taken over all crystal momenta. -/
def indirectGap (a : ℝ) : ℝ :=
  sInf (Set.range (upperBand a)) - sSup (Set.range (lowerBand a))
```

The candidate for the lower-band projector is
$$P(k)=\tfrac12\left(\mathbb 1-\cos k\,\sigma_x-\sin k\,\sigma_y\right),$$
which does not contain $a$.

```lean
/-- The matrix `(1 - cos k σx - sin k σy) / 2`. -/
def lowerProjector (k : ℝ) : Matrix (Fin 2) (Fin 2) ℂ :=
  (1 / 2 : ℂ) • ((1 : Matrix (Fin 2) (Fin 2) ℂ)
    - (Real.cos k : ℂ) • sigmaX - (Real.sin k : ℂ) • sigmaY)
```

To call $P(k)$ the projector needs an independent criterion. A matrix $Q$ qualifies if $Q^\dagger=Q$, $Q^2=Q$, and $Qv=v$ holds exactly when $H_a(k)v=\varepsilon_-(k)v$.

```lean
/-- `Q` is the orthogonal projector onto the eigenvectors of the Bloch Hamiltonian
at the lower band energy. -/
structure IsLowerBandProjector (a k : ℝ) (Q : Matrix (Fin 2) (Fin 2) ℂ) : Prop where
  hermitian : Qᴴ = Q
  idem : Q * Q = Q
  fixed : ∀ v : Fin 2 → ℂ, Q *ᵥ v = v ↔ bloch a k *ᵥ v = (lowerBand a k : ℂ) • v
```

Real-space blocks between cells $n$ lattice vectors apart are defined by the Fourier integral
$$D_n=\frac1{2\pi}\int_0^{2\pi}e^{ink}\,Q(k)\,dk ,$$
taken entry by entry. When the lower band is filled and the upper one empty, these are the blocks of the one-particle density matrix at zero temperature.

```lean
/-- The real-space block between cells `n` lattice vectors apart: the Fourier integral
of a momentum-dependent matrix over the Brillouin zone. -/
def densityBlock (Q : ℝ → Matrix (Fin 2) (Fin 2) ℂ) (n : ℤ) : Matrix (Fin 2) (Fin 2) ℂ :=
  Matrix.of fun i j => (1 / (2 * (Real.pi : ℂ))) *
    ∫ k in (0 : ℝ)..(2 * Real.pi), Complex.exp (n * k * Complex.I) * Q k i j
```

## Energies that depend on $a$

Since $\cos k\mp i\sin k=e^{\mp ik}$, the projector can be written with pure phases:
$$P(k)=\frac12\begin{pmatrix}1&-e^{-ik}\\-e^{ik}&1\end{pmatrix}.$$
The proof applies Euler's formula and compares the four entries.

```lean
/-- The off-diagonal entries of the projector are pure phases, up to a factor `-1/2`. -/
theorem lowerProjector_eq (k : ℝ) : lowerProjector k =
    !![1 / 2, -Complex.exp (-(k * Complex.I)) / 2;
       -Complex.exp (k * Complex.I) / 2, 1 / 2] := by
  have h1 : Complex.exp (-(k * Complex.I))
      = Complex.cos k - Complex.sin k * Complex.I := by
    rw [← neg_mul, Complex.exp_mul_I, Complex.cos_neg, Complex.sin_neg]
    ring
  rw [h1, Complex.exp_mul_I]
  ext i j
  fin_cases i <;> fin_cases j <;>
    simp [lowerProjector, sigmaX, sigmaY] <;> ring
```

Inserting $2P=\mathbb 1-\cos k\,\sigma_x-\sin k\,\sigma_y$ gives
$$H_a(k)=\varepsilon_+(k)\,\mathbb 1-2P(k),$$
so $a$ enters only through a multiple of the identity, which shifts energies and leaves eigenvectors alone.

```lean
/-- The Bloch Hamiltonian is the upper band energy minus twice the projector. -/
theorem bloch_eq (a k : ℝ) : bloch a k =
    (upperBand a k : ℂ) • (1 : Matrix (Fin 2) (Fin 2) ℂ) - (2 : ℂ) • lowerProjector k := by
  unfold bloch upperBand lowerProjector
  push_cast
  module
```

For any complex $E$,
$$\det(H_a-E)=(a\cos k-E)^2-e^{-ik}e^{ik}=(a\cos k-E)^2-1=(E-\varepsilon_-)(E-\varepsilon_+).$$
In the proof the two phases become letters `u` and `w` with product 1, and `linear_combination` uses that relation once.

```lean
/-- The characteristic determinant of the Bloch Hamiltonian factors into the two bands. -/
theorem det_bloch_sub (a k : ℝ) (E : ℂ) :
    (bloch a k - E • (1 : Matrix (Fin 2) (Fin 2) ℂ)).det
      = (E - lowerBand a k) * (E - upperBand a k) := by
  have h : Complex.exp (-(k * Complex.I)) * Complex.exp (k * Complex.I) = 1 := by
    rw [← Complex.exp_add, neg_add_cancel, Complex.exp_zero]
  rw [bloch_eq, lowerProjector_eq]
  generalize Complex.exp (-(k * Complex.I)) = u at h ⊢
  generalize Complex.exp (k * Complex.I) = w at h ⊢
  rw [Matrix.det_fin_two]
  simp only [Matrix.sub_apply, Matrix.smul_apply, Matrix.one_apply, smul_eq_mul,
    Matrix.of_apply, Matrix.cons_val', Matrix.cons_val_zero, Matrix.cons_val_one,
    Matrix.cons_val_fin_one, upperBand, lowerBand]
  norm_num
  linear_combination -h
```

Let $a\ge0$. Then
$$\varepsilon_+(k)-(1-a)=a(1+\cos k)\ge0,\qquad (a-1)-\varepsilon_-(k)=a(1-\cos k)\ge0,$$
with equality at $k=\pi$ and $k=0$ respectively. The infimum and supremum are thus attained, and the indirect gap is $(1-a)-(a-1)=2-2a$. `IsLeast` and `IsGreatest` record the two attained extrema.

```lean
/-- For `a ≥ 0` the indirect gap is `2 - 2a`. -/
theorem indirectGap_eq {a : ℝ} (ha : 0 ≤ a) : indirectGap a = 2 - 2 * a := by
  -- the upper band is lowest at the zone boundary
  have hu : IsLeast (Set.range (upperBand a)) (1 - a) := by
    refine ⟨⟨Real.pi, by rw [upperBand, Real.cos_pi]; ring⟩, ?_⟩
    rintro _ ⟨k, rfl⟩
    unfold upperBand
    nlinarith [mul_nonneg ha (by linarith [Real.neg_one_le_cos k] : 0 ≤ 1 + Real.cos k)]
  -- the lower band is highest at the zone centre
  have hl : IsGreatest (Set.range (lowerBand a)) (a - 1) := by
    refine ⟨⟨0, by rw [lowerBand, Real.cos_zero]; ring⟩, ?_⟩
    rintro _ ⟨k, rfl⟩
    unfold lowerBand
    nlinarith [mul_nonneg ha (by linarith [Real.cos_le_one k] : 0 ≤ 1 - Real.cos k)]
  rw [indirectGap, hu.csInf_eq, hl.csSup_eq]
  ring
```

The same inequalities show when a chemical potential at zero energy fills exactly the lower band. If $a<1$, then $\varepsilon_-\le a-1<0<1-a\le\varepsilon_+$. Conversely, $\varepsilon_-(0)=a-1<0$ forces $a<1$.

```lean
/-- For `a ≥ 0`, zero energy lies strictly between the bands at every momentum
exactly when `a < 1`. -/
theorem zero_separates_bands_iff {a : ℝ} (ha : 0 ≤ a) :
    (∀ k, lowerBand a k < 0 ∧ 0 < upperBand a k) ↔ a < 1 := by
  constructor
  · intro h
    have h0 := (h 0).1
    rw [lowerBand, Real.cos_zero] at h0
    linarith
  · intro h k
    unfold lowerBand upperBand
    constructor
    · nlinarith [mul_nonneg ha (by linarith [Real.cos_le_one k] : 0 ≤ 1 - Real.cos k)]
    · nlinarith [mul_nonneg ha (by linarith [Real.neg_one_le_cos k] : 0 ≤ 1 + Real.cos k)]
```

## A projector that does not

First, $P$ meets the criterion. It is visibly Hermitian. In $P^2$ the diagonal entries are $\frac14+\frac14e^{-ik}e^{ik}=\frac12$ and the off-diagonal ones are $-\frac12e^{\mp ik}$, so $P^2=P$. From $H_a=\varepsilon_+-2P$ and $\varepsilon_+-\varepsilon_-=2$,
$$H_av-\varepsilon_-v=2(v-Pv),$$
and one side vanishes exactly when the other does.

Second, no other matrix meets it. If $A^2=A$, each column of $A$ is fixed by $A$. If $B$ fixes every vector that $A$ fixes, then $BA=A$; this is `key` in the proof. Two qualifying matrices $P$ and $Q$ have the same fixed vectors, so $QP=P$ and $PQ=Q$. The adjoint of the first equation is $PQ=P$, hence $Q=P$. The result holds for every real $a$.

```lean
/-- For every `a`, the projector onto the lower band is `(1 - cos k σx - sin k σy) / 2`
and no other matrix. -/
theorem isLowerBandProjector_iff (a k : ℝ) (Q : Matrix (Fin 2) (Fin 2) ℂ) :
    IsLowerBandProjector a k Q ↔ Q = lowerProjector k := by
  have hP : IsLowerBandProjector a k (lowerProjector k) := by
    refine ⟨?_, ?_, fun v => ?_⟩
    · unfold lowerProjector
      generalize Real.cos k = c
      generalize Real.sin k = s
      ext i j
      fin_cases i <;> fin_cases j <;>
        simp [sigmaX, sigmaY, Matrix.conjTranspose_apply]
      ring
    · have h : Complex.exp (-(k * Complex.I)) * Complex.exp (k * Complex.I) = 1 := by
        rw [← Complex.exp_add, neg_add_cancel, Complex.exp_zero]
      rw [lowerProjector_eq]
      generalize Complex.exp (-(k * Complex.I)) = u at h ⊢
      generalize Complex.exp (k * Complex.I) = w at h ⊢
      rw [Matrix.mul_fin_two]
      have e1 : (1 / 2 : ℂ) * (1 / 2) + -u / 2 * (-w / 2) = 1 / 2 := by
        linear_combination h / 4
      have e2 : (1 / 2 : ℂ) * (-u / 2) + -u / 2 * (1 / 2) = -u / 2 := by ring
      have e3 : -w / 2 * (1 / 2 : ℂ) + 1 / 2 * (-w / 2) = -w / 2 := by ring
      have e4 : -w / 2 * (-u / 2) + (1 / 2 : ℂ) * (1 / 2) = 1 / 2 := by
        linear_combination h / 4
      rw [e1, e2, e3, e4]
    · -- the eigenvalue equation is the fixed-point equation of the projector
      have h : bloch a k *ᵥ v - (lowerBand a k : ℂ) • v
          = (2 : ℂ) • (v - lowerProjector k *ᵥ v) := by
        rw [bloch_eq, Matrix.sub_mulVec, Matrix.smul_mulVec, Matrix.smul_mulVec,
          Matrix.one_mulVec]
        simp only [upperBand, lowerBand]
        push_cast
        module
      constructor
      · intro hv
        rw [hv, sub_self, smul_zero] at h
        exact sub_eq_zero.mp h
      · intro hv
        rw [hv, sub_self] at h
        exact (sub_eq_zero.mp ((smul_eq_zero.mp h.symm).resolve_left two_ne_zero)).symm
  have key : ∀ A B : Matrix (Fin 2) (Fin 2) ℂ, A * A = A →
      (∀ v : Fin 2 → ℂ, A *ᵥ v = v → B *ᵥ v = v) → B * A = A := by
    intro A B hA h
    ext i j
    exact congrFun (h (fun l => A l j)
      (by funext l; exact congrFun (congrFun hA l) j)) i
  constructor
  · intro hQ
    have h1 := key _ Q hP.idem fun v hv => (hQ.fixed v).mpr ((hP.fixed v).mp hv)
    have h2 := key Q _ hQ.idem fun v hv => (hP.fixed v).mpr ((hQ.fixed v).mp hv)
    -- the adjoint of the first product is the second product
    have h3 := congrArg Matrix.conjTranspose h1
    rw [Matrix.conjTranspose_mul, hP.hermitian, hQ.hermitian] at h3
    exact h2.symm.trans h3
  · rintro rfl
    exact hP
```

## Blocks in real space

Each block entry reduces to an integral of one phase. For integer $m$,
$$\frac1{2\pi}\int_0^{2\pi}e^{imk}c\,dk=\begin{cases}c,&m=0,\\0,&m\neq0,\end{cases}$$
because for $m\ne0$ the antiderivative $e^{imk}/(im)$ takes equal values at both ends. The lemma states this for any matrix entry whose product with $e^{ink}$ has the form $e^{imk}c$.

```lean
/-- If an entry times the Fourier phase is a constant times a phase of winding `m`,
its real-space block entry is that constant for `m = 0` and zero otherwise. -/
theorem densityBlock_entry (Q : ℝ → Matrix (Fin 2) (Fin 2) ℂ) (i j : Fin 2) (n m : ℤ) (c : ℂ)
    (hQ : ∀ k : ℝ, Complex.exp (n * k * Complex.I) * Q k i j
      = Complex.exp (m * k * Complex.I) * c) :
    densityBlock Q n i j = if m = 0 then c else 0 := by
  have hpi : (Real.pi : ℂ) ≠ 0 := Complex.ofReal_ne_zero.mpr Real.pi_ne_zero
  simp only [densityBlock, Matrix.of_apply, hQ]
  rw [intervalIntegral.integral_mul_const]
  split_ifs with hm
  · subst hm
    simp
    field_simp
  · have hc : (m : ℂ) * Complex.I ≠ 0 :=
      mul_ne_zero (Int.cast_ne_zero.mpr hm) Complex.I_ne_zero
    have e : (fun k : ℝ => Complex.exp (m * k * Complex.I))
        = fun k : ℝ => Complex.exp (m * Complex.I * k) := by
      funext k
      congr 1
      ring
    have e2 : Complex.exp (m * Complex.I * ((2 * Real.pi : ℝ) : ℂ)) = 1 :=
      (congrArg Complex.exp (by push_cast; ring)).trans
        (Complex.exp_int_mul_two_pi_mul_I m)
    rw [e, integral_exp_mul_complex hc, e2]
    simp
```

The diagonal entries of $P$ have $m=n$ and $c=\frac12$. Entry $(0,1)$ has $m=n-1$, entry $(1,0)$ has $m=n+1$, and both have $c=-\frac12$. Therefore
$$D_0=\begin{pmatrix}\tfrac12&0\\0&\tfrac12\end{pmatrix},\quad D_1=\begin{pmatrix}0&-\tfrac12\\0&0\end{pmatrix},\quad D_{-1}=\begin{pmatrix}0&0\\-\tfrac12&0\end{pmatrix},$$
and all other blocks are zero.

```lean
/-- The real-space density matrix has weight `1/2` on each site and `-1/2` on one bond
between neighbouring cells, and no other entries. -/
theorem densityBlock_lowerProjector (n : ℤ) : densityBlock lowerProjector n =
    !![if n = 0 then 1 / 2 else 0, if n = 1 then -1 / 2 else 0;
       if n = -1 then -1 / 2 else 0, if n = 0 then 1 / 2 else 0] := by
  have h00 := densityBlock_entry lowerProjector 0 0 n n (1 / 2)
    (fun k => by rw [lowerProjector_eq]; rfl)
  have h11 := densityBlock_entry lowerProjector 1 1 n n (1 / 2)
    (fun k => by rw [lowerProjector_eq]; rfl)
  have h01 : densityBlock lowerProjector n 0 1 = if n = 1 then -1 / 2 else 0 := by
    rw [densityBlock_entry lowerProjector 0 1 n (n - 1) (-1 / 2) (fun k => by
      have hp : lowerProjector k 0 1 = -Complex.exp (-(k * Complex.I)) / 2 := by
        rw [lowerProjector_eq]; rfl
      have he : Complex.exp (((n - 1 : ℤ) : ℂ) * k * Complex.I)
          = Complex.exp (n * k * Complex.I) * Complex.exp (-(k * Complex.I)) := by
        rw [← Complex.exp_add]; congr 1; push_cast; ring
      rw [hp, he]; ring)]
    exact if_congr (by omega) rfl rfl
  have h10 : densityBlock lowerProjector n 1 0 = if n = -1 then -1 / 2 else 0 := by
    rw [densityBlock_entry lowerProjector 1 0 n (n + 1) (-1 / 2) (fun k => by
      have hp : lowerProjector k 1 0 = -Complex.exp (k * Complex.I) / 2 := by
        rw [lowerProjector_eq]; rfl
      have he : Complex.exp (((n + 1 : ℤ) : ℂ) * k * Complex.I)
          = Complex.exp (n * k * Complex.I) * Complex.exp (k * Complex.I) := by
        rw [← Complex.exp_add]; congr 1; push_cast; ring
      rw [hp, he]; ring)]
    exact if_congr (by omega) rfl rfl
  ext i j
  fin_cases i <;> fin_cases j
  · exact h00
  · exact h01
  · exact h10
  · exact h11
```

## Any gap up to 2, the same range

Given $0<g\le2$, choose $a=1-g/2$. Then $0\le a<1$, the indirect gap is $2-2a=g$, and $D_n=0$ whenever $|n|\ge2$. The theorem says that such an $a$ exists, together with a family `Q` of lower-band projectors whose blocks vanish at that distance. By uniqueness, `Q` can only be $P$.

For linear-scaling electronic structure this means that a small indirect gap does not by itself force a long-ranged density matrix, as this non-interacting one-parameter chain with a constant direct gap shows. Decay estimates that bound the range from above through the indirect gap remain valid here, but can be very pessimistic.

```lean
/-- Every indirect gap `0 < g ≤ 2` occurs for some `0 ≤ a < 1` whose lower-band density
matrix vanishes between cells two or more lattice vectors apart. -/
theorem finite_range_at_every_gap {g : ℝ} (hg : 0 < g) (hg2 : g ≤ 2) :
    ∃ a : ℝ, 0 ≤ a ∧ a < 1 ∧ indirectGap a = g ∧
      ∃ Q : ℝ → Matrix (Fin 2) (Fin 2) ℂ, (∀ k, IsLowerBandProjector a k (Q k)) ∧
        ∀ n : ℤ, 2 ≤ |n| → densityBlock Q n = 0 := by
  have ha : 0 ≤ 1 - g / 2 := by linarith
  refine ⟨1 - g / 2, ha, by linarith, by rw [indirectGap_eq ha]; ring,
    lowerProjector, fun k => (isLowerBandProjector_iff _ k _).mpr rfl, fun n hn => ?_⟩
  have h0 : n ≠ 0 := by rintro rfl; norm_num at hn
  have h1 : n ≠ 1 := by rintro rfl; norm_num at hn
  have h2 : n ≠ -1 := by rintro rfl; norm_num at hn
  rw [densityBlock_lowerProjector, if_neg h0, if_neg h1, if_neg h2]
  ext i j
  fin_cases i <;> fin_cases j <;> rfl

end

end IndirectGapNearsightedness
```

At the end $g=2$, where $a=0$, both bands are flat and the chain falls apart into isolated two-orbital bonds. As $a\to1$ the indirect gap closes, while the blocks $D_n$ keep the values they had for the isolated bonds.

```lean
#print axioms IndirectGapNearsightedness.det_bloch_sub
-- 'IndirectGapNearsightedness.det_bloch_sub' depends on axioms: [propext, Classical.choice, Quot.sound]
#print axioms IndirectGapNearsightedness.zero_separates_bands_iff
-- 'IndirectGapNearsightedness.zero_separates_bands_iff' depends on axioms: [propext, Classical.choice, Quot.sound]
#print axioms IndirectGapNearsightedness.finite_range_at_every_gap
-- 'IndirectGapNearsightedness.finite_range_at_every_gap' depends on axioms: [propext, Classical.choice, Quot.sound]
```
